# Eliminating an invertible fast block from a rate matrix leaves a rate matrix

A molecule converts between two long-lived forms A and B through a short-lived intermediate I. An experiment that resolves only A and B calls for a kinetic scheme with I removed. The steady-state approximation supplies one by setting the time derivative of the intermediate's population to zero. With many intermediates the resulting formula contains a matrix inverse and a minus sign, and it is not obvious that the new "rates" are nonnegative or that probability is still conserved.

## Signs, conservation and stationary states

Let W be a finite real matrix whose entry W_ij, for i ≠ j, is the rate from state j to state i. It is a rate matrix if these entries are nonnegative and every column sums to zero. Divide the states into slow ones, S, with populations p, and fast ones, F, with populations q. The master equation becomes

dp/dt = W_SS p + W_SF q
dq/dt = W_FS p + W_FF q.

Assume that W_FF is invertible. Physically, no group of fast states can hold population forever without leaking into S. Setting dq/dt = 0 gives

q = −W_FF⁻¹ W_FS p,

and inserting this in the first equation gives dp/dt = K p with

K = W_SS − W_SF W_FF⁻¹ W_FS.

The claim is that K is a rate matrix and that it annihilates the slow part of every stationary vector of W.

**A sign principle.** Let D be invertible, with nonnegative off-diagonal entries and nonpositive column sums, and let every entry of Dx be ≤ 0. Then every entry of x is ≥ 0. To see this, put z_j = max(−x_j, 0), so that z ≥ 0 and z + x ≥ 0 entrywise.

If x_i ≥ 0, then z_i = 0 and

(Dz)_i = Σ_{j≠i} D_ij z_j ≥ 0.

If x_i < 0, then z_i + x_i = 0 and

(Dz)_i + (Dx)_i = Σ_{j≠i} D_ij (z_j + x_j) ≥ 0,

so (Dz)_i ≥ −(Dx)_i ≥ 0. Yet the entries of Dz have the sum

Σ_i (Dz)_i = Σ_j (Σ_i D_ij) z_j ≤ 0.

Hence Dz = 0, invertibility gives z = 0, and x = z + x ≥ 0.

**Nonnegative rates.** The column of W_FF belonging to a fast state f sums to −Σ_{s∈S} W_sf ≤ 0, so the principle applies to D = W_FF. If p ≥ 0, then W_FF q = −W_FS p ≤ 0, and therefore q ≥ 0. Now put a unit population in slow state j. For i ≠ j,

K_ij = W_ij + Σ_{f∈F} W_if q_f ≥ 0.

**Conservation.** Write 1_S and 1_F for row vectors of ones. The zero column sums of W say

1_S W_SS = −1_F W_FS, 1_S W_SF = −1_F W_FF.

Therefore

1_S K = −1_F W_FS + 1_F W_FF W_FF⁻¹ W_FS = 0.

**Stationary vectors.** If W(p, q) = 0, the fast rows give q = −W_FF⁻¹ W_FS p, and the slow rows then read K p = 0. Conversely, if K p = 0 and q has this value, both sets of rows vanish. For a stationary probability distribution, p sums to 1 − Σ_f q_f, which is positive because p = 0 would force q = 0. The normalised slow distribution is p divided by that sum.

In simulations of finite kinetic schemes with constant rates and a unique stationary distribution, intermediates with an invertible block W_FF can thus be removed without disturbing the relative stationary populations of the states that remain. If there are several stationary distributions, the relative populations reached from given initial ones can change. The transient behaviour is another matter: "fast" is only a label here, no separation of time scales is assumed, and the error of K at finite times is not estimated.

## The reduced generator in Lean

The slow and fast states are finite types `S` and `F`.

```lean
import Mathlib

open Matrix

namespace SteadyStateElimination

noncomputable section

variable {S F : Type*} [Fintype S] [Fintype F] [DecidableEq F]
```

The two defining properties of a rate matrix become the two fields of a structure. The column-to-row convention is fixed here.

```lean
/-- A rate matrix: `W i j` is the rate from state `j` to state `i` for `i ≠ j`, these rates are
nonnegative, and every column sums to zero. -/
structure IsRateMatrix {n : Type*} [Fintype n] (W : Matrix n n ℝ) : Prop where
  offDiag : ∀ i j, i ≠ j → 0 ≤ W i j
  colSum : ∀ j, ∑ i, W i j = 0
```

The full state space is `S ⊕ F`, with `Sum.inl` marking slow states and `Sum.inr` fast ones. The blocks `toBlocks₁₁`, `toBlocks₁₂`, `toBlocks₂₁` and `toBlocks₂₂` are W_SS, W_SF, W_FS and W_FF, so `effective W` is K.

```lean
/-- The reduced generator `W_SS - W_SF W_FF⁻¹ W_FS` on the slow states, for an invertible fast
block `W_FF`. -/
def effective (W : Matrix (S ⊕ F) (S ⊕ F) ℝ) : Matrix S S ℝ :=
  W.toBlocks₁₁ - W.toBlocks₁₂ * W.toBlocks₂₂⁻¹ * W.toBlocks₂₁
```

The steady-state value of q is a function of p; `*ᵥ` applies a matrix to a column vector.

```lean
/-- The fast populations `-W_FF⁻¹ W_FS p` slaved to the slow populations `p`, for an invertible
fast block `W_FF`. -/
def fastPopulation (W : Matrix (S ⊕ F) (S ⊕ F) ℝ) (p : S → ℝ) : F → ℝ :=
  -(W.toBlocks₂₂⁻¹ *ᵥ (W.toBlocks₂₁ *ᵥ p))
```

## Nonnegative fast populations

The sign principle is stated for a general `D`, with invertibility expressed as `IsUnit D.det`. In the proof, `hpos` contains the two cases for the sign of x_i, `hsum` exchanges the order of summation, and `hzero` and `hz0` conclude that Dz and then z vanish.

```lean
/-- Let `D` be invertible with nonnegative off-diagonal entries and nonpositive column sums.
If no entry of `D x` is positive, then no entry of `x` is negative. -/
theorem nonneg_of_mulVec_nonpos {D : Matrix F F ℝ} (hoff : ∀ i j, i ≠ j → 0 ≤ D i j)
    (hcol : ∀ j, ∑ i, D i j ≤ 0) (hD : IsUnit D.det) {x : F → ℝ}
    (hx : ∀ i, (D *ᵥ x) i ≤ 0) : ∀ i, 0 ≤ x i := by
  -- z is the negative part of x
  obtain ⟨z, hzdef⟩ : ∃ z : F → ℝ, ∀ j, z j = max (-x j) 0 := ⟨_, fun _ => rfl⟩
  have hz : ∀ j, 0 ≤ z j := fun j => by rw [hzdef]; exact le_max_right _ _
  have hzx : ∀ j, 0 ≤ z j + x j := fun j => by
    have := le_max_left (-x j) 0
    rw [hzdef]; linarith
  -- every entry of D z is nonnegative
  have hpos : ∀ i, 0 ≤ (D *ᵥ z) i := by
    intro i
    rcases le_or_gt 0 (x i) with h | h
    · have hzi : z i = 0 := by rw [hzdef]; exact max_eq_right (by linarith)
      change 0 ≤ ∑ j, D i j * z j
      refine Finset.sum_nonneg fun j _ => ?_
      by_cases hij : i = j
      · subst hij; simp [hzi]
      · exact mul_nonneg (hoff i j hij) (hz j)
    · have hzi : z i + x i = 0 := by rw [hzdef, max_eq_left (by linarith)]; ring
      have h1 : 0 ≤ ∑ j, D i j * (z j + x j) := by
        refine Finset.sum_nonneg fun j _ => ?_
        by_cases hij : i = j
        · subst hij; simp [hzi]
        · exact mul_nonneg (hoff i j hij) (hzx j)
      have h2 : ∑ j, D i j * (z j + x j) = (D *ᵥ z) i + (D *ᵥ x) i := by
        simp only [Matrix.mulVec, dotProduct, mul_add, Finset.sum_add_distrib]
      linarith [hx i]
  -- but their sum is nonpositive, so D z = 0
  have hsum : ∑ i, (D *ᵥ z) i ≤ 0 := by
    have h : ∑ i, (D *ᵥ z) i = ∑ j, (∑ i, D i j) * z j := by
      simp only [Matrix.mulVec, dotProduct, Finset.sum_mul]
      exact Finset.sum_comm
    rw [h]
    refine Finset.sum_nonpos fun j _ => ?_
    nlinarith [mul_nonneg (neg_nonneg.mpr (hcol j)) (hz j)]
  have hzero : D *ᵥ z = 0 := by
    funext i
    have h1 := Finset.single_le_sum (f := fun k => (D *ᵥ z) k)
      (fun k _ => hpos k) (Finset.mem_univ i)
    exact le_antisymm (h1.trans hsum) (hpos i)
  have hz0 : z = 0 := by
    calc z = (D⁻¹ * D) *ᵥ z := by rw [Matrix.nonsing_inv_mul D hD, Matrix.one_mulVec]
      _ = 0 := by rw [← Matrix.mulVec_mulVec, hzero, Matrix.mulVec_zero]
  intro i
  have h := hzx i
  rw [hz0] at h
  simpa using h
```

The next lemma confirms that the slaved populations solve the fast steady-state equation.

```lean
/-- For an invertible fast block, the slaved fast populations `q` satisfy the steady-state
condition `W_FF q = -W_FS p`. -/
theorem mulVec_fastPopulation {W : Matrix (S ⊕ F) (S ⊕ F) ℝ} (hF : IsUnit W.toBlocks₂₂.det)
    (p : S → ℝ) : W.toBlocks₂₂ *ᵥ fastPopulation W p = -(W.toBlocks₂₁ *ᵥ p) := by
  rw [fastPopulation, Matrix.mulVec_neg, Matrix.mulVec_mulVec, Matrix.mul_nonsing_inv _ hF,
    Matrix.one_mulVec]
```

Together the two give q ≥ 0 for p ≥ 0. The three goals are the off-diagonal signs of W_FF, its column sums, and the sign of −W_FS p.

```lean
/-- For a rate matrix with invertible fast block, nonnegative slow populations give nonnegative
slaved fast populations. -/
theorem fastPopulation_nonneg {W : Matrix (S ⊕ F) (S ⊕ F) ℝ} (hW : IsRateMatrix W)
    (hF : IsUnit W.toBlocks₂₂.det) {p : S → ℝ} (hp : ∀ s, 0 ≤ p s) :
    ∀ f, 0 ≤ fastPopulation W p f := by
  refine nonneg_of_mulVec_nonpos (D := W.toBlocks₂₂) ?_ ?_ hF ?_
  · exact fun i j hij => hW.offDiag (Sum.inr i) (Sum.inr j) (by simpa using hij)
  · -- a fast column sums to minus the leakage into the slow states
    intro j
    have h := hW.colSum (Sum.inr j)
    rw [Fintype.sum_sum_type] at h
    have h1 : 0 ≤ ∑ s : S, W (Sum.inl s) (Sum.inr j) :=
      Finset.sum_nonneg fun s _ => hW.offDiag _ _ (by simp)
    change ∑ i, W (Sum.inr i) (Sum.inr j) ≤ 0
    linarith
  · intro i
    rw [mulVec_fastPopulation hF, Pi.neg_apply, neg_nonpos]
    exact Finset.sum_nonneg fun s _ => mul_nonneg (hW.offDiag _ _ (by simp)) (hp s)
```

## Stationarity and the main theorem

Acting with K is the same as acting with the slow rows of W on p and its slaved q.

```lean
/-- The reduced generator acts on slow populations as the slow rows of `W` do when the fast
populations are slaved. -/
theorem effective_mulVec (W : Matrix (S ⊕ F) (S ⊕ F) ℝ) (p : S → ℝ) :
    effective W *ᵥ p = W.toBlocks₁₁ *ᵥ p + W.toBlocks₁₂ *ᵥ fastPopulation W p := by
  rw [effective, Matrix.sub_mulVec, fastPopulation, Matrix.mulVec_neg, ← sub_eq_add_neg]
  simp only [Matrix.mulVec_mulVec, Matrix.mul_assoc]
```

The stationary correspondence is an equivalence, and it needs only an invertible fast block, not the rate-matrix property. `Sum.elim p q` is the combined vector (p, q), and `hb` splits its image under W into slow and fast rows.

```lean
/-- For an invertible fast block, `(p, q)` is stationary under `W` exactly when `p` is stationary
under the reduced generator and `q` is the slaved fast population. -/
theorem stationary_iff {W : Matrix (S ⊕ F) (S ⊕ F) ℝ} (hF : IsUnit W.toBlocks₂₂.det)
    (p : S → ℝ) (q : F → ℝ) :
    W *ᵥ Sum.elim p q = 0 ↔ effective W *ᵥ p = 0 ∧ q = fastPopulation W p := by
  have hb : W *ᵥ Sum.elim p q = Sum.elim (W.toBlocks₁₁ *ᵥ p + W.toBlocks₁₂ *ᵥ q)
      (W.toBlocks₂₁ *ᵥ p + W.toBlocks₂₂ *ᵥ q) := by
    ext (i | i) <;> simp [Matrix.mulVec, dotProduct, Fintype.sum_sum_type, Matrix.toBlocks₁₁,
      Matrix.toBlocks₁₂, Matrix.toBlocks₂₁, Matrix.toBlocks₂₂]
  constructor
  · intro h
    rw [hb] at h
    have hS : W.toBlocks₁₁ *ᵥ p + W.toBlocks₁₂ *ᵥ q = 0 :=
      funext fun s => congrFun h (Sum.inl s)
    have hQ : W.toBlocks₂₁ *ᵥ p + W.toBlocks₂₂ *ᵥ q = 0 :=
      funext fun f => congrFun h (Sum.inr f)
    -- solve the fast rows for q
    have hq : q = fastPopulation W p := by
      calc q = W.toBlocks₂₂⁻¹ *ᵥ (W.toBlocks₂₂ *ᵥ q) := by
            rw [Matrix.mulVec_mulVec, Matrix.nonsing_inv_mul _ hF, Matrix.one_mulVec]
        _ = fastPopulation W p := by
            rw [eq_neg_of_add_eq_zero_right hQ, Matrix.mulVec_neg, fastPopulation]
    exact ⟨by rw [effective_mulVec, ← hq]; exact hS, hq⟩
  · rintro ⟨hp, rfl⟩
    rw [hb, ← effective_mulVec, hp, mulVec_fastPopulation hF, add_neg_cancel]
    ext (i | i) <;> rfl
```

The main theorem collects the claim. `Pi.single j 1` is the unit population in state j. The facts `h1` and `h2` are the two block conservation laws, and `key` is 1_S K = 0. The last part holds for every real vector `v`, whatever its signs or normalisation; `v ∘ Sum.inl` is its slow part.

```lean
/-- Eliminating the fast states of a rate matrix with invertible fast block gives a rate matrix
on the slow states, and it annihilates the slow part of every stationary vector. -/
theorem effective_isRateMatrix_and_stationary {W : Matrix (S ⊕ F) (S ⊕ F) ℝ}
    (hW : IsRateMatrix W) (hF : IsUnit W.toBlocks₂₂.det) :
    IsRateMatrix (effective W) ∧
      ∀ v : S ⊕ F → ℝ, W *ᵥ v = 0 → effective W *ᵥ (v ∘ Sum.inl) = 0 := by
  classical
  refine ⟨⟨fun i j hij => ?_, fun j => ?_⟩, fun v hv => ?_⟩
  · -- start from a unit population in the slow state j
    have h : effective W i j = (effective W *ᵥ Pi.single j 1) i := by simp
    rw [h, effective_mulVec, Pi.add_apply]
    refine add_nonneg ?_ ?_
    · have h1 := hW.offDiag (Sum.inl i) (Sum.inl j) (by simpa using hij)
      simpa [Matrix.toBlocks₁₁] using h1
    · refine Finset.sum_nonneg fun f _ => mul_nonneg (hW.offDiag _ _ (by simp)) ?_
      refine fastPopulation_nonneg hW hF (fun s => ?_) f
      rw [Pi.single_apply]
      split_ifs <;> norm_num
  · -- conservation of probability, block by block
    have h1 : (1 : S → ℝ) ᵥ* W.toBlocks₁₁ = -((1 : F → ℝ) ᵥ* W.toBlocks₂₁) := by
      funext k
      have h := hW.colSum (Sum.inl k)
      rw [Fintype.sum_sum_type] at h
      simp only [Matrix.vecMul, dotProduct, Pi.neg_apply, Pi.one_apply, one_mul,
        Matrix.toBlocks₁₁, Matrix.toBlocks₂₁, Matrix.of_apply]
      linarith
    have h2 : (1 : S → ℝ) ᵥ* W.toBlocks₁₂ = -((1 : F → ℝ) ᵥ* W.toBlocks₂₂) := by
      funext k
      have h := hW.colSum (Sum.inr k)
      rw [Fintype.sum_sum_type] at h
      simp only [Matrix.vecMul, dotProduct, Pi.neg_apply, Pi.one_apply, one_mul,
        Matrix.toBlocks₁₂, Matrix.toBlocks₂₂, Matrix.of_apply]
      linarith
    have h3 : ((1 : F → ℝ) ᵥ* W.toBlocks₂₂) ᵥ* W.toBlocks₂₂⁻¹ = 1 := by
      rw [Matrix.vecMul_vecMul, Matrix.mul_nonsing_inv _ hF, Matrix.vecMul_one]
    have key : (1 : S → ℝ) ᵥ* effective W = 0 := by
      rw [effective, Matrix.vecMul_sub, ← Matrix.vecMul_vecMul, ← Matrix.vecMul_vecMul, h2, h1,
        Matrix.neg_vecMul, h3, Matrix.neg_vecMul, sub_self]
    simpa [Matrix.vecMul, dotProduct] using congrFun key j
  · rw [← Sum.elim_comp_inl_inr v] at hv
    exact ((stationary_iff hF _ _).mp hv).1
```

## The chain A ⇌ I ⇌ B

Slow indices 0 and 1 stand for A and B, and the single fast index for I. The rates are a for A → I, b for I → A, c for I → B and d for B → I.

```lean
/-- The chain A ⇌ I ⇌ B with slow states A, B and fast intermediate I: rates `a` for A → I,
`b` for I → A, `c` for I → B and `d` for B → I. -/
def chain (a b c d : ℝ) : Matrix (Fin 2 ⊕ Fin 1) (Fin 2 ⊕ Fin 1) ℝ :=
  Matrix.fromBlocks !![-a, 0; 0, -d] !![b; c] !![a, d] !![-(b + c)]
```

Nonnegative rates with b + c > 0, meaning that the intermediate does decay, satisfy both hypotheses of the main theorem.

```lean
/-- With nonnegative rates and a positive total decay rate `b + c` of the intermediate, the chain
A ⇌ I ⇌ B is a rate matrix with invertible fast block. -/
theorem chain_witness {a b c d : ℝ} (ha : 0 ≤ a) (hb : 0 ≤ b) (hc : 0 ≤ c) (hd : 0 ≤ d)
    (h : 0 < b + c) :
    IsRateMatrix (chain a b c d) ∧ IsUnit (chain a b c d).toBlocks₂₂.det := by
  refine ⟨⟨?_, ?_⟩, ?_⟩
  · rintro (i | i) (j | j) hij <;> fin_cases i <;> fin_cases j <;> simp_all [chain]
  · rintro (j | j) <;> fin_cases j <;>
      simp [chain, Fintype.sum_sum_type, Fin.sum_univ_succ]
  · rw [chain, Matrix.toBlocks_fromBlocks₂₂, Matrix.det_fin_one]
    exact isUnit_iff_ne_zero.mpr (neg_ne_zero.mpr h.ne')
```

Here W_FF is the number −(b + c), so the A → B entry of K is

K_BA = 0 + c · a/(b + c) = ac/(b + c).

This is the rate of entering I from A times the fraction c/(b + c) of decays that lead to B. Likewise K_AB = bd/(b + c). The diagonal entry for A is −a + ab/(b + c) = −ac/(b + c), and the one for B is −d + cd/(b + c) = −bd/(b + c). The proof inverts the 1 × 1 block in `hinv` and then checks the four entries.

```lean
/-- Eliminating the intermediate of A ⇌ I ⇌ B, with `b + c ≠ 0`, leaves the rate `a c / (b + c)`
for A → B and `b d / (b + c)` for B → A. -/
theorem effective_chain (a b c d : ℝ) (h : b + c ≠ 0) :
    effective (chain a b c d) =
      !![-(a * c / (b + c)), b * d / (b + c); a * c / (b + c), -(b * d / (b + c))] := by
  have hinv : (!![-(b + c)] : Matrix (Fin 1) (Fin 1) ℝ)⁻¹ = !![-(b + c)⁻¹] := by
    apply Matrix.inv_eq_right_inv
    ext i j
    fin_cases i
    fin_cases j
    simp [Matrix.mul_apply, -neg_add_rev, h]
  rw [effective, chain, Matrix.toBlocks_fromBlocks₁₁, Matrix.toBlocks_fromBlocks₁₂,
    Matrix.toBlocks_fromBlocks₂₁, Matrix.toBlocks_fromBlocks₂₂, hinv]
  ext i j
  fin_cases i <;> fin_cases j <;> simp <;> field_simp <;> ring

end

end SteadyStateElimination
```

```lean
#print axioms SteadyStateElimination.effective_isRateMatrix_and_stationary
#print axioms SteadyStateElimination.effective_chain
```

```
'SteadyStateElimination.effective_isRateMatrix_and_stationary' depends on axioms: [propext, Classical.choice, Quot.sound]
'SteadyStateElimination.effective_chain' depends on axioms: [propext, Classical.choice, Quot.sound]
```
